# A real splitting is second order for all 2 by 2 matrices exactly when three conditions hold

We treat exp(tX) as a formal power series in t, with coefficient Xⁿ/n! at tⁿ. The time t is then a bookkeeping symbol that commutes with everything, and "second order" means that two series have equal coefficients at t⁰, t¹ and t². Convergence plays no part, and X may belong to any real algebra, commutative or not.

A splitting scheme is a finite list of stages (a_i, b_i) with real coefficients. Its propagator is the ordered product

U(t) = exp(a_1 tA) exp(b_1 tB) exp(a_2 tA) exp(b_2 tB) ⋯

with the first stage on the left. Three numbers describe the scheme through t²:

α = Σ a_i, β = Σ b_i, γ = Σ_{j<i} b_j a_i.

The claim is that U(t) agrees with exp(t(A+B)) through t² for all real 2 by 2 matrices A and B if and only if α = 1, β = 1 and γ = 1/2. For two stages the conditions read a1 + a2 = 1, b1 + b2 = 1 and a2 b1 = 1/2.

For a finite-dimensional Hamiltonian T + V, with ħ = 1, one sets A = −iT and B = −iV. Complex matrices form a real algebra, so the sufficiency half, which holds in every real algebra, applies to split-operator propagation as a statement about Taylor coefficients, not as an error bound for a given time step.

## The conditions from the words AA, AB, BA and BB

The expansion of U(t) is

U_0 = 1

U_1 = αA + βB

U_2 = (α²/2) AA + (αβ − γ) AB + γ BA + (β²/2) BB.

This follows by induction on the number of stages. For the empty product all three numbers vanish and U = 1. Now put a stage (a, b) in front of a product that already has this form. The new stage contributes

exp(atA) exp(btB) = 1 + t(aA + bB) + t²((a²/2) AA + ab AB + (b²/2) BB) + ⋯

At first order the coefficients add, giving a + α and b + β. At second order the four words receive the weights

AA: a²/2 + aα + α²/2 = (a + α)²/2

AB: ab + aβ + αβ − γ = (a + α)(b + β) − (bα + γ)

BA: bα + γ

BB: b²/2 + bβ + β²/2 = (b + β)²/2.

The new value of γ is bα + γ, because the new b stands before every old a. The form is preserved.

The target has first coefficient A + B and second coefficient (AA + AB + BA + BB)/2. If α = β = 1 and γ = 1/2, all weights agree, whatever A and B are.

For the converse, one pair of matrices is enough. Counting rows and columns from 0, let P have its only nonzero entry, a 1, at (0,0), and let N have its only nonzero entry, a 1, at (1,0). Then

PP = P, PN = 0, NP = N, NN = 0.

With A = P and B = N, agreement at first order says αP + βN = P + N, so α = β = 1. Agreement at second order says (α²/2)P + γN = (P + N)/2, so γ = 1/2.

## One stage, the Strang coefficients and the obstacle at t³

The smallest nonempty scheme has one stage. No b then precedes an a, so γ = 0 and second order is impossible. For exp(tA) exp(tB) the sums are right, and the coefficient at t² misses its target by (AB − BA)/2.

With two stages and b2 = 0, the conditions give b1 = 1, then a2 = 1/2, then a1 = 1/2. This is Strang splitting, exp(tA/2) exp(tB) exp(tA/2). Its uniqueness depends on b2 = 0: with b2 free, any a2 ≠ 0 gives a solution with b1 = 1/(2 a2).

Two real stages cannot reach t³. Only the word NPP produces N at third order, since PN and NN vanish. For A = P and B = N, the factor N must come from the first B exponential and both factors P from the second A exponential, so

b1 a2²/2 = 1/6.

For A = N and B = P, the factor N may come from either A exponential, with both factors P to its right:

a1 (b1 + b2)²/2 + a2 b2²/2 = 1/6.

Insert a1 = 1 − a2 and b2 = 1 − b1, and multiply by 2:

1 − a2 + a2(1 − b1)² = 1 − 2 a2 b1 + a2 b1² = 1/3.

Since a2 b1 = 1/2, this leaves a2 b1² = 1/3. The first equation likewise gives b1 a2² = 1/3. Dividing each by a2 b1 = 1/2 yields a2 = b1 = 2/3, whose product is 4/9 and not 1/2.

## Series and stages in Lean

The file works over a ring `R` that is an algebra over the real numbers. Multiplication in `R` need not commute.

```lean
import Mathlib

open PowerSeries (coeff)

namespace SplittingOrder

noncomputable section

variable {R : Type*} [Ring R] [Algebra ℝ R]
```

The exponential is defined by its coefficients, with the real number 1/n! acting on Xⁿ by scalar multiplication.

```lean
/-- The exponential `exp(tX)` as a formal power series in the time `t`. -/
def expSeries (X : R) : PowerSeries R :=
  PowerSeries.mk fun n => ((n.factorial : ℝ)⁻¹) • X ^ n
```

A scheme is a list of pairs, where `s.1` is the coefficient of A and `s.2` the coefficient of B. The recursion places the head of the list on the left, as in U(t) above.

```lean
/-- The splitting propagator: the ordered product of `exp(a tA) exp(b tB)` over the
stages `(a, b)` of the list. -/
def splitting (A B : R) : List (ℝ × ℝ) → PowerSeries R
  | [] => 1
  | s :: l => expSeries (s.1 • A) * expSeries (s.2 • B) * splitting A B l
```

The numbers α, β and γ become three recursive functions on lists. First come the two plain sums.

```lean
/-- The sum of the coefficients `a` over all stages. -/
def aSum : List (ℝ × ℝ) → ℝ
  | [] => 0
  | s :: l => s.1 + aSum l

/-- The sum of the coefficients `b` over all stages. -/
def bSum : List (ℝ × ℝ) → ℝ
  | [] => 0
  | s :: l => s.2 + bSum l
```

The third function follows the rule γ → bα + γ from the induction: the b of the head multiplies the sum of all later a.

```lean
/-- The sum of `b_j a_i` over all pairs of stages with `j` before `i`. -/
def crossSum : List (ℝ × ℝ) → ℝ
  | [] => 0
  | s :: l => s.2 * aSum l + crossSum l
```

Agreement through order p is equality of coefficients for every n ≤ p. It is stated for one given pair A, B, and the theorems below add the quantifier over matrices.

```lean
/-- The splitting propagator and `exp(t(A+B))` have the same coefficients through `t^p`. -/
def MatchesThrough (p : ℕ) (A B : R) (l : List (ℝ × ℝ)) : Prop :=
  ∀ n ≤ p, coeff n (splitting A B l) = coeff n (expSeries (A + B))
```

## Coefficients through t²

The next lemma writes out the Cauchy product of two series through third order. It keeps the order of the factors, which matters for the words AB and BA.

```lean
omit [Algebra ℝ R] in
/-- The coefficients of a product of two series in `t`, through third order. -/
theorem coeff_mul_low (f g : PowerSeries R) :
    coeff 0 (f * g) = coeff 0 f * coeff 0 g ∧
    coeff 1 (f * g) = coeff 0 f * coeff 1 g + coeff 1 f * coeff 0 g ∧
    coeff 2 (f * g) = coeff 0 f * coeff 2 g + coeff 1 f * coeff 1 g + coeff 2 f * coeff 0 g ∧
    coeff 3 (f * g) = coeff 0 f * coeff 3 g + coeff 1 f * coeff 2 g + coeff 2 f * coeff 1 g
      + coeff 3 f * coeff 0 g := by
  refine ⟨?_, ?_, ?_, ?_⟩ <;>
    rw [PowerSeries.coeff_mul, Finset.Nat.sum_antidiagonal_eq_sum_range_succ_mk] <;>
    simp [Finset.sum_range_succ]
```

The low coefficients of a single exponential are 1, X, X²/2 and X³/6.

```lean
/-- The coefficients of `exp(tX)` through third order. -/
theorem coeff_exp_low (X : R) :
    coeff 0 (expSeries X) = 1 ∧ coeff 1 (expSeries X) = X ∧
    coeff 2 (expSeries X) = (1 / 2 : ℝ) • (X * X) ∧
    coeff 3 (expSeries X) = (1 / 6 : ℝ) • (X * X * X) := by
  refine ⟨?_, ?_, ?_, ?_⟩ <;> rw [expSeries, PowerSeries.coeff_mk] <;>
    norm_num [Nat.factorial, pow_succ]
```

The expansion of U(t) is proved by the same induction as by hand. In the `cons` case, `simp only` multiplies out the new stage and the tail, and `module` compares the real weights of the resulting words. The identities checked there are the four listed for AA, AB, BA and BB.

```lean
/-- The expansion of a splitting propagator with any number of stages through `t^2`. -/
theorem splitting_expansion (A B : R) (l : List (ℝ × ℝ)) :
    coeff 0 (splitting A B l) = 1 ∧
    coeff 1 (splitting A B l) = aSum l • A + bSum l • B ∧
    coeff 2 (splitting A B l) = (aSum l ^ 2 / 2) • (A * A)
      + (aSum l * bSum l - crossSum l) • (A * B) + crossSum l • (B * A)
      + (bSum l ^ 2 / 2) • (B * B) := by
  induction l with
  | nil =>
    refine ⟨?_, ?_, ?_⟩ <;> simp [splitting, aSum, bSum, crossSum, PowerSeries.coeff_one]
  | cons s l ih =>
    obtain ⟨h0, h1, h2⟩ := ih
    refine ⟨?_, ?_, ?_⟩
    · simp only [splitting, coeff_mul_low, coeff_exp_low, h0, mul_one]
    · simp only [splitting, coeff_mul_low, coeff_exp_low, h0, h1, aSum, bSum, mul_one, one_mul]
      module
    · -- expand into the four words AA, AB, BA, BB and compare their weights
      simp only [splitting, coeff_mul_low, coeff_exp_low, h0, h1, h2, aSum, bSum, crossSum,
        mul_one, one_mul, mul_add, add_mul, smul_mul_assoc, mul_smul_comm]
      module
```

Sufficiency holds for any A and B in any real algebra. The proof treats n = 0, 1, 2 separately, inserts the three conditions into the expansion and compares it with the expanded square of A + B.

```lean
/-- In every real algebra, the three order conditions make the splitting propagator agree
with `exp(t(A+B))` through `t^2`. -/
theorem matches_of_conditions (A B : R) (l : List (ℝ × ℝ))
    (ha : aSum l = 1) (hb : bSum l = 1) (hc : crossSum l = 1 / 2) :
    MatchesThrough 2 A B l := by
  obtain ⟨h0, h1, h2⟩ := splitting_expansion A B l
  intro n hn
  interval_cases n
  · rw [h0, (coeff_exp_low _).1]
  · rw [h1, (coeff_exp_low _).2.1, ha, hb, one_smul, one_smul]
  · rw [h2, (coeff_exp_low _).2.2.1, ha, hb, hc]
    simp only [mul_add, add_mul]
    module
```

## A projector and a transition matrix detect all three conditions

The test matrices are those of the hand derivation. `P` projects on basis state 0, and `N` carries basis state 0 to basis state 1.

```lean
/-- The projector on the first basis state. -/
def P : Matrix (Fin 2) (Fin 2) ℝ := !![1, 0; 0, 0]

/-- The transition matrix from the first basis state to the second. -/
def N : Matrix (Fin 2) (Fin 2) ℝ := !![0, 0; 1, 0]
```

Their products are checked entry by entry. The lemma also records their left-hand columns, the only entries needed later.

```lean
/-- The multiplication table of `P` and `N`, and their first columns. -/
theorem test_pair :
    (P * P = P ∧ P * N = 0 ∧ N * P = N ∧ N * N = 0) ∧
    (P 0 0 = 1 ∧ P 1 0 = 0 ∧ N 0 0 = 0 ∧ N 1 0 = 1) := by
  refine ⟨⟨?_, ?_, ?_, ?_⟩, ?_, ?_, ?_, ?_⟩
  iterate 4
    · ext i j
      fin_cases i <;> fin_cases j <;> simp [P, N, Matrix.mul_apply, Fin.sum_univ_succ]
  all_goals simp [P, N]
```

In the main theorem, the left side quantifies over all real 2 by 2 matrices for a fixed list `l`, so the scheme may not be tuned to a particular pair. For one special pair, such as a commuting one, fewer conditions can suffice.

The direction from right to left is the sufficiency theorem. For the other direction, the proof specialises to `P` and `N` and reads off entries: (0,0) at first order gives α = 1, (1,0) at first order gives β = 1, and (1,0) at second order gives γ = 1/2.

```lean
/-- Order conditions for any number of stages: a splitting agrees with `exp(t(A+B))` through
`t^2` for all real 2 by 2 matrices exactly when `∑ a = 1`, `∑ b = 1` and the sum of
`b_j a_i` over `j` before `i` is `1/2`. -/
theorem order_two_iff (l : List (ℝ × ℝ)) :
    (∀ A B : Matrix (Fin 2) (Fin 2) ℝ, MatchesThrough 2 A B l) ↔
      aSum l = 1 ∧ bSum l = 1 ∧ crossSum l = 1 / 2 := by
  refine ⟨fun h => ?_, fun h A B => matches_of_conditions A B l h.1 h.2.1 h.2.2⟩
  obtain ⟨-, e1, e2⟩ := splitting_expansion P N l
  have h1 := h P N 1 (by norm_num)
  have h2 := h P N 2 (by norm_num)
  rw [e1, (coeff_exp_low _).2.1] at h1
  rw [e2, (coeff_exp_low _).2.2.1] at h2
  -- the first column of the test matrices isolates each condition
  have ha := congrFun (congrFun h1 0) 0
  have hb := congrFun (congrFun h1 1) 0
  have hc := congrFun (congrFun h2 1) 0
  simp only [test_pair, mul_add, add_mul, Matrix.add_apply, Matrix.smul_apply,
    Matrix.zero_apply, smul_eq_mul] at ha hb hc
  exact ⟨by linarith, by linarith, by linarith⟩
```

## Two stages

For the list `[(a1, b1), (a2, b2)]` the general theorem becomes the statement about four exponentials, written here as an explicit product. The proof unfolds the definitions and reorders the real product `b1 * a2`.

```lean
/-- The product `exp(a1 tA) exp(b1 tB) exp(a2 tA) exp(b2 tB)` agrees with `exp(t(A+B))` through
`t^2` for all real 2 by 2 matrices exactly when `a1 + a2 = 1`, `b1 + b2 = 1`, `a2 b1 = 1/2`. -/
theorem four_factor_iff (a1 a2 b1 b2 : ℝ) :
    (∀ A B : Matrix (Fin 2) (Fin 2) ℝ, ∀ n ≤ 2,
      coeff n (expSeries (a1 • A) * expSeries (b1 • B) * expSeries (a2 • A) * expSeries (b2 • B))
        = coeff n (expSeries (A + B))) ↔
      a1 + a2 = 1 ∧ b1 + b2 = 1 ∧ a2 * b1 = 1 / 2 := by
  have h := order_two_iff [(a1, b1), (a2, b2)]
  simp only [MatchesThrough, splitting, aSum, bSum, crossSum, add_zero, mul_zero, mul_one,
    ← mul_assoc] at h
  rw [mul_comm a2 b1]
  exact h
```

Setting the last B coefficient to zero leaves three unknowns and three equations. The theorem states both that the Strang coefficients work and that no others do within this family.

```lean
/-- With the last `B` coefficient zero, a two-stage splitting agrees through `t^2` for all real
2 by 2 matrices exactly for the Strang coefficients `1/2, 1, 1/2`. -/
theorem strang_unique (a1 a2 b1 : ℝ) :
    (∀ A B : Matrix (Fin 2) (Fin 2) ℝ, MatchesThrough 2 A B [(a1, b1), (a2, 0)]) ↔
      a1 = 1 / 2 ∧ b1 = 1 ∧ a2 = 1 / 2 := by
  rw [order_two_iff]
  simp only [aSum, bSum, crossSum, add_zero, zero_mul]
  constructor
  · rintro ⟨h1, rfl, h3⟩
    exact ⟨by linarith, rfl, by linarith⟩
  · rintro ⟨rfl, rfl, rfl⟩
    norm_num
```

The last theorem excludes third order for two stages with real coefficients. It says nothing about longer lists. Complex coefficients would not help two stages, although the theorem does not state this: the hand derivation uses only arithmetic that is equally valid for complex numbers.

Agreement through t³ includes agreement through t², so the proof first obtains the three conditions and eliminates `a1` and `b2`. The hypotheses `h1` and `h2` are the (1,0) entries at third order for the pairs (P, N) and (N, P). They reduce to `k1` and `k2`, the two equations with right side 1/3. The `linear_combination` steps then obtain a2 = 2/3 and b1 = 2/3 by subtracting multiples of the condition on b1 a2, where the hand derivation divided by it. The final line finds the contradiction between 4/9 and 1/2.

```lean
/-- No real two-stage splitting agrees with `exp(t(A+B))` through `t^3` for all real
2 by 2 matrices. -/
theorem no_third_order (a1 a2 b1 b2 : ℝ) :
    ¬ ∀ A B : Matrix (Fin 2) (Fin 2) ℝ, MatchesThrough 3 A B [(a1, b1), (a2, b2)] := by
  intro h
  obtain ⟨ha, hb, hc⟩ := (order_two_iff _).1 fun A B n hn => h A B n (by omega)
  simp only [aSum, bSum, crossSum, add_zero, mul_zero] at ha hb hc
  obtain rfl : a1 = 1 - a2 := by linarith
  obtain rfl : b2 = 1 - b1 := by linarith
  -- third-order coefficients for the pairs (P, N) and (N, P)
  have h1 := congrFun (congrFun (h P N 3 le_rfl) 1) 0
  have h2 := congrFun (congrFun (h N P 3 le_rfl) 1) 0
  simp only [splitting, coeff_mul_low, coeff_exp_low, test_pair, mul_one, one_mul, mul_add,
    add_mul, smul_mul_assoc, mul_smul_comm, mul_zero, zero_mul, smul_zero, add_zero, zero_add,
    Matrix.add_apply, Matrix.smul_apply, smul_eq_mul] at h1 h2
  have k1 : b1 * a2 ^ 2 = 1 / 3 := by linarith
  have k2 : a2 * b1 ^ 2 = 1 / 3 := by linarith
  have ea : a2 = 2 / 3 := by linear_combination 2 * k1 - 2 * a2 * hc
  have eb : b1 = 2 / 3 := by linear_combination 2 * k2 - 2 * b1 * hc
  rw [ea, eb] at hc
  norm_num at hc

end

end SplittingOrder
```

```lean
#print axioms SplittingOrder.order_two_iff
#print axioms SplittingOrder.four_factor_iff
#print axioms SplittingOrder.strang_unique
#print axioms SplittingOrder.no_third_order
```

```
'SplittingOrder.order_two_iff' depends on axioms: [propext, Classical.choice, Quot.sound]
'SplittingOrder.four_factor_iff' depends on axioms: [propext, Classical.choice, Quot.sound]
'SplittingOrder.strang_unique' depends on axioms: [propext, Classical.choice, Quot.sound]
'SplittingOrder.no_third_order' depends on axioms: [propext, Classical.choice, Quot.sound]
```
